# With equal site energies and the same nonzero hopping on every bond, a Hückel molecule is alternant exactly when its odd moments about the site energy vanish

## Two atoms against three

Ethylene has two π centres, each with site energy $\alpha$, joined by a bond with hopping $\beta$. Its Hückel levels are $\alpha+\beta$ and $\alpha-\beta$. Measured from $\alpha$, their cubes sum to $\beta^3+(-\beta)^3=0$, and every other odd power cancels in the same way.

The three-membered ring of cyclopropenyl has levels $\alpha+2\beta$, $\alpha-\beta$ and $\alpha-\beta$. Now the cubes sum to $8\beta^3-\beta^3-\beta^3=6\beta^3$. The 6 counts closed walks of three hops: three starting atoms, two directions each. In ethylene every hop switches atoms, so an electron can return only after an even number of hops. The ring allows an odd return, and the spectrum records it.

## Moments count closed walks

Let $G$ be the graph formed by the $n$ π centres of a molecule, simply called its atoms from here on, and let $A$ be its adjacency matrix, with $A_{uv}=1$ if atoms $u$ and $v$ are bonded and $0$ otherwise. The Hückel Hamiltonian is $H=\alpha 1+\beta A$. Here $\alpha$ stands for the energy of an electron in a single p orbital, and $\beta$ for the coupling between p orbitals on bonded atoms. The $k$-th moment about $\alpha$ is

$$\mu_k=\operatorname{tr}(H-\alpha 1)^k=\beta^k\operatorname{tr}A^k .$$

A molecule is alternant if its atoms can be given two colours so that bonded atoms always differ. The first theorem below shows that, for $\beta\neq0$, the spectrum of this non-interacting model decides whether the bond network is alternant. The reference energy $\alpha$ can be read from the spectrum too: it is the mean of the levels, since $\operatorname{tr}A=0$.

## What is stated, and for which molecules

There are three main statements, all for $\beta\neq0$:

- `alternant_iff_odd_moments_vanish`: $G$ is alternant if and only if $\mu_k=0$ for every odd $k$.
- `alternant_iff_finitely_many_moments`: the odd $k<2n$ already suffice.
- `alternant_of_paired_levels`: if a permutation of the levels reflects them about $\alpha$, then $G$ is alternant.

In Lean the atoms form a finite type `V`, and the bonds a `SimpleGraph`, which has no self-loops or multiple bonds. Alternant is `G.Colorable 2`. The function `moment` is the plain trace, not divided by $n$. In the third statement, column $i$ of the real matrix `C` holds the coefficients of orbital $i$, and `E i` is its level. The hypothesis `hO` makes the orbitals orthonormal, `hC` is the eigenvalue equation, and `hσ` is the pairing under the permutation `σ`.

The condition `hβ` says that bonded atoms really are coupled. At $\beta=0$ every moment with $k\ge1$ vanishes, whatever the graph. The model has equal site energies, so no heteroatoms, equal hopping on all bonds, and no overlap between neighbouring orbitals. Nothing restricts the graph to chemically plausible valences.

The familiar pairing theorem starts from an alternant molecule and delivers paired levels, together with partner orbitals whose coefficients change sign on one colour class. The third statement runs the other way and uses the levels only; from alternancy, the file derives vanishing odd moments.

## Two colours forbid odd returns

Let $c$ be a two-colouring. The claim is that if $(A^k)_{uv}\neq0$, then $c(u)=c(v)$ exactly when $k$ is even.

For $k=0$ the matrix is the identity, so $u=v$. For the next power,

$$(A^{k+1})_{uv}=\sum_w (A^k)_{uw}A_{wv}.$$

If this is nonzero, some $w$ has $(A^k)_{uw}\neq0$ and is bonded to $v$, so $c(w)\neq c(v)$. With only two colours, $c(u)=c(v)$ holds exactly when $c(u)\neq c(w)$, that is, when $k$ is odd and $k+1$ is even.

A diagonal entry has $u=v$ and equal colours, so it vanishes for odd $k$. Hence $\operatorname{tr}A^k=0$ and $\mu_k=0$.

## Without two colours, an odd trace is positive

All entries of $A^k$ are sums of products of zeros and ones, hence nonnegative. If $(A^m)_{uv}>0$ and $(A^{l})_{vw}>0$, then

$$(A^{m+l})_{uw}\ge(A^m)_{uv}(A^{l})_{vw}>0 .$$

Choose a root atom in each connected component. For each atom $v$ choose a path from its root $r$, with length $d(v)<n$, and colour $v$ by the parity of $d(v)$. If $G$ is not alternant, this colouring must fail at some bond $vw$, where $d(v)$ and $d(w)$ have equal parity. Going from $r$ to $v$, across the bond, and from $w$ back to $r$ takes

$$k=d(v)+1+d(w)\le 2(n-1)+1<2n$$

hops, an odd number. So $(A^k)_{rr}>0$. No other diagonal entry is negative, so $\operatorname{tr}A^k>0$ and $\mu_k\neq0$.

The argument uses a common sign for all hoppings, but not equal magnitudes. With mixed signs the conclusion can fail. As a mathematical example rather than a real molecule, take two separate triangles, one with hopping $\beta$ and the other with $-\beta$: their odd moments cancel, though the graph is not alternant.

## From paired levels to alternancy

Let $D$ be the diagonal matrix of the $E_i-\alpha$. The eigenvalue equation gives $(H-\alpha1)C=CD$, hence $(H-\alpha1)^kC=CD^k$. Since $CC^T=1$ as well as $C^TC=1$,

$$\mu_k=\operatorname{tr}(CD^kC^T)=\operatorname{tr}D^k=\sum_i(E_i-\alpha)^k .$$

Relabelling the sum by $\sigma$ leaves it unchanged, while pairing reverses the sign of each term for odd $k$. The sum equals its own negative, so it is zero, and $G$ is alternant by the first statement.

## Testing a molecule numerically

A program can build $A$, multiply repeatedly, and inspect the traces for $k=1,3,\dots,2n-1$. The bound proved here is not the best one: odd $k\le n$ are enough, because a graph that is not alternant contains an odd ring, which has at most $n$ atoms. In exact integer arithmetic the test is sharp. If the moments are instead summed from numerically computed levels, rounding errors call for a tolerance. If only the colouring is wanted, a breadth-first search is cheaper. The moment test is handy when moments are being computed anyway.

Two slips spoil it. One is to take moments of $H$ itself when $\alpha\neq0$: ethylene then has the nonzero first moment $2\alpha$, although it is alternant. The other is to stop at $k=3$: a five-membered ring has $\operatorname{tr}A^3=0$ but $\operatorname{tr}A^5=10$.

## The Lean file

```lean
import Mathlib

open Matrix

namespace HuckelConversePairing

variable {V : Type*} [Fintype V] [DecidableEq V] (G : SimpleGraph V) [DecidableRel G.Adj]

/-- The Hückel Hamiltonian with site energy `α` and hopping `β` on the bonds of `G`. -/
def huckel (α β : ℝ) : Matrix V V ℝ := α • (1 : Matrix V V ℝ) + β • G.adjMatrix ℝ

/-- The `k`-th moment of the Hückel spectrum about the site energy `α`. -/
def moment (α β : ℝ) (k : ℕ) : ℝ :=
  trace ((huckel G α β - α • (1 : Matrix V V ℝ)) ^ k)

/-- The `k`-th moment is `β ^ k` times the trace of the `k`-th power of the adjacency matrix. -/
theorem moment_eq (α β : ℝ) (k : ℕ) :
    moment G α β k = β ^ k * trace (G.adjMatrix ℝ ^ k) := by
  unfold moment huckel
  rw [add_sub_cancel_left, smul_pow, trace_smul, smul_eq_mul]

/-- Powers of the adjacency matrix have nonnegative entries. -/
theorem pow_entry_nonneg (k : ℕ) (u v : V) : 0 ≤ (G.adjMatrix ℝ ^ k) u v := by
  induction k generalizing v with
  | zero =>
    rw [pow_zero, Matrix.one_apply]
    split_ifs <;> norm_num
  | succ k ih =>
    rw [pow_succ, Matrix.mul_apply]
    refine Finset.sum_nonneg fun w _ => mul_nonneg (ih w) ?_
    rw [SimpleGraph.adjMatrix_apply]
    split_ifs <;> norm_num

/-- If `m` hops can lead from `u` to `v` and `n` hops from `v` to `w`, in the sense of positive
matrix entries, then `m + n` hops can lead from `u` to `w`. -/
theorem pow_entry_pos_trans {m n : ℕ} {u v w : V} (h₁ : 0 < (G.adjMatrix ℝ ^ m) u v)
    (h₂ : 0 < (G.adjMatrix ℝ ^ n) v w) : 0 < (G.adjMatrix ℝ ^ (m + n)) u w := by
  rw [pow_add, Matrix.mul_apply]
  exact lt_of_lt_of_le (mul_pos h₁ h₂)
    (Finset.single_le_sum (f := fun x => (G.adjMatrix ℝ ^ m) u x * (G.adjMatrix ℝ ^ n) x w)
      (fun x _ => mul_nonneg (pow_entry_nonneg G m u x) (pow_entry_nonneg G n x w))
      (Finset.mem_univ v))

/-- A walk along bonds from `u` to `v` makes the matching entry of the matrix power positive. -/
theorem walk_entry_pos {u v : V} (p : G.Walk u v) : 0 < (G.adjMatrix ℝ ^ p.length) u v := by
  induction p with
  | nil => simp
  | cons h p ih =>
    rw [SimpleGraph.Walk.length_cons, add_comm]
    exact pow_entry_pos_trans G (by simp [SimpleGraph.adjMatrix_apply, h]) ih

/-- In a two-coloured molecule, `k` hops can join atoms of equal colour only for even `k`, and
atoms of different colour only for odd `k`. -/
theorem colour_parity (c : G.Coloring Bool) (k : ℕ) (u v : V)
    (h : (G.adjMatrix ℝ ^ k) u v ≠ 0) : c u = c v ↔ Even k := by
  induction k generalizing v with
  | zero =>
    have huv : u = v := by
      by_contra hne
      exact h (by rw [pow_zero, Matrix.one_apply_ne hne])
    simp [huv]
  | succ k ih =>
    rw [pow_succ, Matrix.mul_apply] at h
    obtain ⟨w, _, hw⟩ := Finset.exists_ne_zero_of_sum_ne_zero h
    have h₁ := ih w (left_ne_zero_of_mul hw)
    have hadj : G.Adj w v := by
      by_contra hn
      exact hw (by simp [SimpleGraph.adjMatrix_apply, hn])
    -- the last hop changes the colour
    have h₂ : c w ≠ c v := c.valid hadj
    rw [Nat.even_add_one, ← h₁]
    revert h₂
    cases c u <;> cases c w <;> cases c v <;> simp

/-- A non-alternant molecule with `n` atoms has an odd `k < 2 n` for which the trace of the
`k`-th power of the adjacency matrix is strictly positive. -/
theorem exists_odd_trace_pos (h : ¬ G.Colorable 2) :
    ∃ k, Odd k ∧ k < 2 * Fintype.card V ∧ 0 < trace (G.adjMatrix ℝ ^ k) := by
  by_contra hno
  apply h
  -- a root atom in every connected component, and a short path from it to each atom
  have hroot : ∀ C : G.ConnectedComponent, ∃ r, G.connectedComponentMk r = C :=
    SimpleGraph.ConnectedComponent.ind (fun v => ⟨v, rfl⟩)
  choose r hr using hroot
  have hpath : ∀ v, ∃ n, n < Fintype.card V ∧
      0 < (G.adjMatrix ℝ ^ n) (r (G.connectedComponentMk v)) v := by
    intro v
    obtain ⟨p⟩ := SimpleGraph.ConnectedComponent.exact (hr (G.connectedComponentMk v))
    exact ⟨p.bypass.length, p.bypass_isPath.length_lt, walk_entry_pos G p.bypass⟩
  choose d hd hpos using hpath
  have hvalid : ∀ {v w : V}, G.Adj v w → decide (Even (d v)) ≠ decide (Even (d w)) := by
    intro v w hvw heq
    have hpar : Even (d v) ↔ Even (d w) := by simpa using heq
    have hcomp : G.connectedComponentMk w = G.connectedComponentMk v :=
      SimpleGraph.ConnectedComponent.sound hvw.symm.reachable
    have hw := hpos w
    rw [hcomp] at hw
    have hsymm : (G.adjMatrix ℝ ^ d w)ᵀ = G.adjMatrix ℝ ^ d w := by
      rw [Matrix.transpose_pow, SimpleGraph.transpose_adjMatrix]
    rw [← hsymm, Matrix.transpose_apply] at hw
    have hedge : 0 < (G.adjMatrix ℝ ^ 1) v w := by simp [SimpleGraph.adjMatrix_apply, hvw]
    -- root to v, across the bond, and back from w: a closed walk of odd length
    have hclosed := pow_entry_pos_trans G (pow_entry_pos_trans G (hpos v) hedge) hw
    refine hno ⟨d v + 1 + d w, ?_, ?_, ?_⟩
    · simp only [Nat.even_iff] at hpar
      rw [Nat.odd_iff]
      omega
    · have h₁ := hd v
      have h₂ := hd w
      omega
    · exact lt_of_lt_of_le hclosed
        (Finset.single_le_sum (f := fun x => (G.adjMatrix ℝ ^ (d v + 1 + d w)) x x)
          (fun x _ => pow_entry_nonneg G _ x x) (Finset.mem_univ _))
  have hc := (SimpleGraph.Coloring.mk (fun v => decide (Even (d v))) hvalid).colorable
  rwa [Fintype.card_bool] at hc

/-- For nonzero hopping, a molecule is alternant if and only if every odd moment of its Hückel
spectrum about the site energy vanishes. -/
theorem alternant_iff_odd_moments_vanish (α β : ℝ) (hβ : β ≠ 0) :
    G.Colorable 2 ↔ ∀ k, Odd k → moment G α β k = 0 := by
  constructor
  · intro hc k hk
    let c : G.Coloring Bool := hc.toColoring (by simp)
    have ht : trace (G.adjMatrix ℝ ^ k) = 0 := by
      refine Finset.sum_eq_zero fun v _ => ?_
      by_contra hv
      exact (Nat.not_even_iff_odd.mpr hk) ((colour_parity G c k v v hv).mp rfl)
    rw [moment_eq, ht, mul_zero]
  · intro hm
    by_contra hc
    obtain ⟨k, hk, _, hpos⟩ := exists_odd_trace_pos G hc
    have h0 := hm k hk
    rw [moment_eq] at h0
    exact mul_ne_zero (pow_ne_zero k hβ) hpos.ne' h0

/-- For a molecule with `n` atoms and nonzero hopping, the odd moments of order below `2 n`
already decide whether it is alternant. -/
theorem alternant_iff_finitely_many_moments (α β : ℝ) (hβ : β ≠ 0) :
    G.Colorable 2 ↔ ∀ k < 2 * Fintype.card V, Odd k → moment G α β k = 0 := by
  refine ⟨fun hc k _ hk => (alternant_iff_odd_moments_vanish G α β hβ).mp hc k hk, ?_⟩
  intro hm
  by_contra hc
  obtain ⟨k, hk, hlt, hpos⟩ := exists_odd_trace_pos G hc
  have h0 := hm k hlt hk
  rw [moment_eq] at h0
  exact mul_ne_zero (pow_ne_zero k hβ) hpos.ne' h0

/-- Converse pairing: if the levels `E` of a complete orthonormal set of Hückel orbitals `C` are
paired by reflection about the site energy and the hopping is nonzero, the molecule is alternant. -/
theorem alternant_of_paired_levels (α β : ℝ) (hβ : β ≠ 0) (C : Matrix V V ℝ) (E : V → ℝ)
    (σ : Equiv.Perm V) (hO : Cᵀ * C = 1) (hC : huckel G α β * C = C * diagonal E)
    (hσ : ∀ i, E (σ i) - α = -(E i - α)) : G.Colorable 2 := by
  rw [alternant_iff_odd_moments_vanish G α β hβ]
  intro k hk
  have hO' : C * Cᵀ = 1 := mul_eq_one_comm.mp hO
  have hD : diagonal (fun i => E i - α) = diagonal E - α • (1 : Matrix V V ℝ) := by
    ext i j
    by_cases hij : i = j
    · subst hij; simp
    · simp [hij]
  have hs : SemiconjBy C (diagonal (fun i => E i - α))
      (huckel G α β - α • (1 : Matrix V V ℝ)) := by
    change C * _ = _ * C
    rw [hD, mul_sub, sub_mul, hC]
    simp
  have hsk := (hs.pow_right k).eq
  -- the moment is the power sum of the levels
  have hsum : moment G α β k = ∑ i, (E i - α) ^ k := by
    unfold moment
    generalize huckel G α β - α • (1 : Matrix V V ℝ) = M at hsk ⊢
    rw [← mul_one (M ^ k), ← hO', ← mul_assoc, ← hsk,
      trace_mul_comm, ← mul_assoc, hO, one_mul, Matrix.diagonal_pow]
    exact Matrix.trace_diagonal _
  -- reflection reverses the sign of every odd power sum
  have hneg : ∑ i, (E i - α) ^ k = -∑ i, (E i - α) ^ k := by
    calc ∑ i, (E i - α) ^ k = ∑ i, (E (σ i) - α) ^ k :=
          (Equiv.sum_comp σ (fun i => (E i - α) ^ k)).symm
      _ = -∑ i, (E i - α) ^ k := by
          simp only [hσ, hk.neg_pow, Finset.sum_neg_distrib]
  rw [hsum]
  linarith

/-- The two orbitals of ethylene, with normalised coefficient `s`, are orthonormal, solve the
Hückel problem with levels `α + β` and `α - β`, and these levels are paired about `α`. -/
theorem paired_levels_witness (α β s : ℝ) (hs : 2 * s ^ 2 = 1) :
    (!![s, s; s, -s])ᵀ * !![s, s; s, -s] = 1 ∧
    huckel (⊤ : SimpleGraph (Fin 2)) α β * !![s, s; s, -s] =
      !![s, s; s, -s] * diagonal ![α + β, α - β] ∧
    ∀ i, ![α + β, α - β] (Equiv.swap 0 1 i) - α = -(![α + β, α - β] i - α) := by
  have hH : huckel (⊤ : SimpleGraph (Fin 2)) α β = !![α, β; β, α] := by
    ext i j
    fin_cases i <;> fin_cases j <;> simp [huckel]
  refine ⟨?_, ?_, ?_⟩
  · ext i j
    fin_cases i <;> fin_cases j <;> simp [Matrix.mul_apply, Fin.sum_univ_two] <;>
      linear_combination hs
  · rw [hH]
    ext i j
    fin_cases i <;> fin_cases j <;>
      simp [Matrix.mul_apply, Fin.sum_univ_two, Matrix.diagonal_apply] <;> ring
  · intro i
    fin_cases i <;> simp

end HuckelConversePairing
```

```lean
#print axioms HuckelConversePairing.alternant_iff_odd_moments_vanish
-- 'HuckelConversePairing.alternant_iff_odd_moments_vanish' depends on axioms: [propext, Classical.choice, Quot.sound]
#print axioms HuckelConversePairing.alternant_iff_finitely_many_moments
-- 'HuckelConversePairing.alternant_iff_finitely_many_moments' depends on axioms: [propext, Classical.choice, Quot.sound]
#print axioms HuckelConversePairing.alternant_of_paired_levels
-- 'HuckelConversePairing.alternant_of_paired_levels' depends on axioms: [propext, Classical.choice, Quot.sound]
```

## How the proof follows the derivation

`moment_eq` extracts the factor $\beta^k$. `pow_entry_nonneg` proves nonnegativity by induction on the power, and `pow_entry_pos_trans` bounds a sum below by one of its terms, through `Finset.single_le_sum`. `walk_entry_pos` then adds one bond at a time along a walk.

`colour_parity` is the induction on $k$ above. `Finset.exists_ne_zero_of_sum_ne_zero` supplies the intermediate atom $w$, and the closing case split runs through the possible colours of the three atoms.

`exists_odd_trace_pos` carries the converse. It assumes that no suitable odd trace exists and constructs a two-colouring, which contradicts the hypothesis. The two `choose` lines select the roots and the lengths `d`. `p.bypass` removes detours from a walk, so that its length falls below the number of atoms. Within `hvalid`, symmetry of the matrix power (`hsymm`) reverses the path to $w$, `hclosed` joins the three parts, and `omega` checks the parity and the bound.

The two equivalences combine these lemmas. The second reuses the first for its forward direction and keeps the bound $k<2n$ for the other.

In `alternant_of_paired_levels`, `SemiconjBy` expresses $CD=(H-\alpha1)C$, and `pow_right` raises it to the $k$-th power. `hsum` turns the moment into a power sum, `hneg` applies the reflection, and `linarith` concludes that the sum is zero.

`paired_levels_witness` checks the pairing hypotheses on ethylene. Its orbitals have coefficients $(s,s)$ and $(s,-s)$ with $2s^2=1$, so $s=1/\sqrt2$ is the usual normalised choice, and exchanging the two labels reflects the levels about $\alpha$.
